# The spin-1/2 ladder relations and Casimir value do not make \(J_x\) Hermitian

Take a spin-1/2 particle in the state with \(J_z=-1/2\), in units where \(\hbar=1\), and apply the raising operator. The usual result is the spin-up state with amplitude one, up to a phase. The textbook derivation uses the commutators of \(J_z\), \(J_+\) and \(J_-\), and also the relation \(J_-=J_+^\dagger\), which holds because \(J_x\) and \(J_y\) are observables. How much of the result survives if only the commutators and the Casimir value are kept?

For two-by-two matrices with \(J_z=\mathrm{diag}(1/2,-1/2)\), the commutators leave a nonzero complex number \(c\) free in the raising matrix, and \(J_x\) is Hermitian only when \(|c|=1\).

## The algebra without an adjoint

```lean
import Mathlib

open Matrix

namespace LadderWithoutHermiticity

noncomputable section
```

The first line loads the mathematical library Mathlib, and `open Matrix` makes its matrix notation available.

```lean
/-- The ladder relations `[Jz, J+] = J+`, `[Jz, J-] = -J-`, `[J+, J-] = 2 Jz` for
two-by-two complex matrices. -/
structure IsLadder (Z P M : Matrix (Fin 2) (Fin 2) ℂ) : Prop where
  raises : Z * P - P * Z = P
  lowers : Z * M - M * Z = -M
  closes : P * M - M * P = (2 : ℂ) • Z
```

`Matrix (Fin 2) (Fin 2) ℂ` is the type of complex two-by-two matrices. `Fin 2` has the elements 0 and 1, so matrix entries are numbered from zero here. The letters `Z`, `P` and `M` stand for \(J_z\), \(J_+\) and \(J_-\). The structure `IsLadder` is a proposition with three parts:

\[
[J_z,J_+]=J_+,\qquad [J_z,J_-]=-J_-,\qquad [J_+,J_-]=2J_z .
\]

No part mentions an adjoint, so `P` and `M` are independent matrices.

```lean
/-- The Casimir matrix `Jz² + (J+ J- + J- J+)/2`. -/
def casimir (Z P M : Matrix (Fin 2) (Fin 2) ℂ) : Matrix (Fin 2) (Fin 2) ℂ :=
  Z * Z + (1 / 2 : ℂ) • (P * M + M * P)
```

This is \(J^2=J_z^2+\tfrac12(J_+J_-+J_-J_+)\). The symbol `•` multiplies a matrix by a number. For spin 1/2 the expected value is \(j(j+1)=3/4\).

```lean
/-- The component `Jx = (J+ + J-)/2`. -/
def jx (P M : Matrix (Fin 2) (Fin 2) ℂ) : Matrix (Fin 2) (Fin 2) ℂ :=
  (1 / 2 : ℂ) • (P + M)
```

This is \(J_x=\tfrac12(J_++J_-)\), again with no assumption that it is Hermitian.

## A family with one free amplitude

```lean
/-- The matrix `Jz = diag(1/2, -1/2)`. -/
def spinZ : Matrix (Fin 2) (Fin 2) ℂ := !![1 / 2, 0; 0, -1 / 2]
```

The notation `!![a, b; c, d]` lists a matrix row by row. The basis is thus fixed as the eigenbasis of \(J_z\), with spin up first.

```lean
/-- The raising matrix with amplitude `c`. -/
def raising (c : ℂ) : Matrix (Fin 2) (Fin 2) ℂ := !![0, c; 0, 0]
```

The raising matrix has the single nonzero entry \((J_+)_{01}=c\), provided \(c\neq0\).

```lean
/-- The lowering matrix with amplitude `1/c`. -/
def lowering (c : ℂ) : Matrix (Fin 2) (Fin 2) ℂ := !![0, 0; c⁻¹, 0]
```

The lowering matrix has \((J_-)_{10}=c^{-1}\). Lean sets \(0^{-1}=0\), so the definition also makes sense at \(c=0\), but the ladder relations fail there; this is why \(c\neq0\) appears as a hypothesis below.

```lean
/-- The second basis vector `e2`. -/
def spinDown : Fin 2 → ℂ := ![0, 1]
```

This is the normalised spin-down state, written \(e_2\) in the file's comments, which count basis vectors from one.

```lean
/-- The squared length of a two-component complex vector. -/
def sqLength (v : Fin 2 → ℂ) : ℝ := ∑ i, ‖v i‖ ^ 2
```

This is the usual squared norm, \(\|v\|^2=|v_0|^2+|v_1|^2\).

## The relations and the Casimir value hold for every nonzero \(c\)

```lean
/-- For every nonzero amplitude `c` the ladder relations hold. -/
theorem isLadder_scaled {c : ℂ} (hc : c ≠ 0) :
    IsLadder spinZ (raising c) (lowering c) := by
  constructor <;> ext i j <;> fin_cases i <;> fin_cases j <;>
    simp [spinZ, raising, lowering, hc] <;> ring
```

By hand, \(J_zJ_+=\tfrac12J_+\) and \(J_+J_z=-\tfrac12J_+\), so their difference is \(J_+\). Likewise \(J_zJ_-=-\tfrac12J_-\) and \(J_-J_z=\tfrac12J_-\), which gives \(-J_-\). Finally,

\[
J_+J_-=\begin{pmatrix}1&0\\0&0\end{pmatrix},\qquad
J_-J_+=\begin{pmatrix}0&0\\0&1\end{pmatrix},
\]

because \(c\,c^{-1}=1\), and the difference is \(2J_z\). In the proof, `ext i j` reduces each matrix equation to its entries, `fin_cases` runs through the index values, and `simp` and `ring` do the arithmetic.

```lean
/-- For every nonzero amplitude `c` the Casimir matrix is `3/4` times the identity. -/
theorem casimir_scaled {c : ℂ} (hc : c ≠ 0) :
    casimir spinZ (raising c) (lowering c) = (3 / 4 : ℂ) • 1 := by
  ext i j
  fin_cases i <;> fin_cases j <;>
    simp [casimir, spinZ, raising, lowering, hc] <;>
    norm_num
```

The two products above add up to the identity, and \(J_z^2=\tfrac14\mathbb 1\). Hence \(J^2=(\tfrac14+\tfrac12)\mathbb 1=\tfrac34\mathbb 1\), independent of \(c\). The proof again compares entries.

## There are no other solutions with this \(J_z\)

```lean
/-- With `Jz = diag(1/2, -1/2)`, the solutions of the ladder relations are exactly the pairs
of raising and lowering matrices with amplitudes `c` and `1/c`, `c` nonzero. -/
theorem isLadder_iff (P M : Matrix (Fin 2) (Fin 2) ℂ) :
    IsLadder spinZ P M ↔ ∃ c : ℂ, c ≠ 0 ∧ P = raising c ∧ M = lowering c := by
  constructor
  · intro h
    have z00 : spinZ 0 0 = 1 / 2 := by simp [spinZ]
    have z01 : spinZ 0 1 = 0 := by simp [spinZ]
    have z10 : spinZ 1 0 = 0 := by simp [spinZ]
    have z11 : spinZ 1 1 = -1 / 2 := by simp [spinZ]
    have hP := fun i j => congrFun (congrFun h.raises i) j
    have hM := fun i j => congrFun (congrFun h.lowers i) j
    have hC := congrFun (congrFun h.closes 0) 0
    simp only [Matrix.sub_apply, Matrix.neg_apply, Matrix.smul_apply, smul_eq_mul,
      Matrix.mul_apply, Fin.sum_univ_two] at hP hM hC
    -- the commutators with Jz leave one entry in each ladder matrix
    have p00 : P 0 0 = 0 := by
      have e := hP 0 0
      rw [z00, z01, z10] at e
      linear_combination -e
    have p10 : P 1 0 = 0 := by
      have e := hP 1 0
      rw [z00, z10, z11] at e
      linear_combination (-1 / 2 : ℂ) * e
    have p11 : P 1 1 = 0 := by
      have e := hP 1 1
      rw [z01, z10, z11] at e
      linear_combination -e
    have m00 : M 0 0 = 0 := by
      have e := hM 0 0
      rw [z00, z01, z10] at e
      linear_combination e
    have m01 : M 0 1 = 0 := by
      have e := hM 0 1
      rw [z00, z01, z11] at e
      linear_combination (1 / 2 : ℂ) * e
    have m11 : M 1 1 = 0 := by
      have e := hM 1 1
      rw [z01, z10, z11] at e
      linear_combination e
    -- the last commutator fixes only the product of the two amplitudes
    have hprod : P 0 1 * M 1 0 = 1 := by
      rw [z00, p00, p10, m00, m01] at hC
      linear_combination hC
    have hc : P 0 1 ≠ 0 := by
      intro h0
      rw [h0, zero_mul] at hprod
      exact zero_ne_one hprod
    have m10 : M 1 0 = (P 0 1)⁻¹ := eq_inv_of_mul_eq_one_right hprod
    refine ⟨P 0 1, hc, ?_, ?_⟩
    · ext i j
      fin_cases i <;> fin_cases j <;> simp [raising, p00, p10, p11]
    · ext i j
      fin_cases i <;> fin_cases j <;> simp [lowering, m00, m01, m10, m11]
  · rintro ⟨c, hc, rfl, rfl⟩
    exact isLadder_scaled hc
```

The symbol `↔` means "if and only if". Let \(z_0=1/2\) and \(z_1=-1/2\) be the diagonal entries of \(J_z\). The first two relations, entry by entry, read

\[
(z_i-z_j-1)P_{ij}=0,\qquad (z_i-z_j+1)M_{ij}=0 .
\]

The first bracket vanishes only for \((i,j)=(0,1)\), the second only for \((1,0)\). Every other entry is therefore zero. The top-left entry of the third relation then gives

\[
P_{01}M_{10}=2z_0=1 .
\]

So \(P_{01}\) is nonzero, and with \(c=P_{01}\) we have \(M_{10}=c^{-1}\).

The Lean proof has the same order. The facts `p00` to `m11` are the vanishing entries, each obtained with `linear_combination`, which checks that an equation is a stated multiple of a known one. `hprod` is the product condition, and `m10` solves it for the lowering amplitude. The converse direction is the earlier theorem `isLadder_scaled`.

## Hermiticity fixes the modulus

```lean
/-- For a nonzero amplitude `c`, the matrix `Jx` is Hermitian exactly when `c` has modulus one. -/
theorem jx_isHermitian_iff {c : ℂ} (hc : c ≠ 0) :
    (jx (raising c) (lowering c)).IsHermitian ↔ ‖c‖ = 1 := by
  constructor
  · intro h
    have e := h.apply 1 0
    have a01 : jx (raising c) (lowering c) 0 1 = (1 / 2) * c := by
      simp [jx, raising, lowering]
    have a10 : jx (raising c) (lowering c) 1 0 = (1 / 2) * c⁻¹ := by
      simp [jx, raising, lowering]
    rw [a01, a10] at e
    -- compare the moduli of the two off-diagonal entries
    have n := congrArg norm e
    rw [norm_star, norm_mul, norm_mul, norm_inv] at n
    have n' := mul_left_cancel₀ (by norm_num : ‖(1 / 2 : ℂ)‖ ≠ 0) n
    have hpos : 0 < ‖c‖ := norm_pos_iff.mpr hc
    have hsq := mul_inv_cancel₀ hpos.ne'
    rw [← n'] at hsq
    nlinarith
  · intro h
    have hs : (starRingEnd ℂ) c = c⁻¹ := by
      apply eq_inv_of_mul_eq_one_right
      rw [Complex.mul_conj, Complex.normSq_eq_norm_sq, h]
      simp
    apply Matrix.IsHermitian.ext
    intro i j
    fin_cases i <;> fin_cases j <;> simp [jx, raising, lowering, hs]
```

The matrix in question is

\[
J_x=\frac12\begin{pmatrix}0&c\\c^{-1}&0\end{pmatrix}.
\]

If it is Hermitian, then \(\bar c=c^{-1}\). Taking moduli gives \(|c|=|c|^{-1}\), so \(|c|^2=1\), and \(|c|=1\) because a modulus is not negative. Conversely, \(|c|=1\) gives \(c\bar c=1\), hence \(\bar c=c^{-1}\), and the off-diagonal entries are conjugate to each other.

In the proof, `h.apply 1 0` extracts the off-diagonal condition and `congrArg norm` takes moduli on both sides. After the common factor 1/2 is cancelled, `nlinarith` passes from \(|c|^2=1\) to \(|c|=1\). In the other direction, `hs` is the identity \(\bar c=c^{-1}\).

## The length of the raised state

```lean
/-- The squared length of `J+ e2` is the squared modulus of the amplitude. -/
theorem sqLength_raising (c : ℂ) : sqLength (raising c *ᵥ spinDown) = ‖c‖ ^ 2 := by
  simp [sqLength, raising, spinDown, Matrix.mulVec, dotProduct, Fin.sum_univ_two]
```

The symbol `*ᵥ` applies a matrix to a vector. Here \(J_+e_2=(c,0)\), whose squared norm is \(|c|^2\).

This is where a derivation can go wrong. For every nonzero \(c\) one has \(J_-J_+e_2=e_2\), and so \(\langle e_2,J_-J_+e_2\rangle=1\), in agreement with the familiar expression \(j(j+1)-m(m+1)\) at \(j=1/2\), \(m=-1/2\). Reading that number as \(\|J_+e_2\|^2\) replaces \(J_-\) by \(J_+^\dagger\) without saying so. The squared norm is really \(\langle e_2,J_+^\dagger J_+e_2\rangle=|c|^2\), and the two agree only when \(|c|=1\).

```lean
/-- Every positive number is the squared length of `J+ e2` for some solution of the ladder
relations with `Jz = diag(1/2, -1/2)` and Casimir value `3/4`. -/
theorem every_length_occurs {r : ℝ} (hr : 0 < r) :
    ∃ P M, IsLadder spinZ P M ∧ casimir spinZ P M = (3 / 4 : ℂ) • 1 ∧
      sqLength (P *ᵥ spinDown) = r := by
  have hc : ((Real.sqrt r : ℝ) : ℂ) ≠ 0 :=
    Complex.ofReal_ne_zero.mpr (Real.sqrt_pos.mpr hr).ne'
  refine ⟨_, _, isLadder_scaled hc, casimir_scaled hc, ?_⟩
  rw [sqLength_raising, Complex.norm_real, Real.norm_eq_abs, sq_abs, Real.sq_sqrt hr.le]
```

The symbol `∃` means "there exist". Given \(r>0\), choose \(c=\sqrt r\). The relations and the Casimir value hold by the earlier theorems, and the squared norm is \(|\sqrt r|^2=r\). The proof supplies exactly this choice; its underscores ask Lean to work out the two matrices from the facts that follow.

## A change of basis that is not unitary

```lean
/-- The invertible matrix `diag(c, 1)` commutes with `Jz` and carries the ladder matrices of
amplitude one into those with amplitudes `c` (raising) and `1/c` (lowering). -/
theorem rescaled_basis {c : ℂ} (hc : c ≠ 0) :
    IsUnit (!![c, 0; 0, 1] : Matrix (Fin 2) (Fin 2) ℂ).det ∧
    !![c, 0; 0, 1] * spinZ = spinZ * !![c, 0; 0, 1] ∧
    !![c, 0; 0, 1] * raising 1 = raising c * !![c, 0; 0, 1] ∧
    !![c, 0; 0, 1] * lowering 1 = lowering c * !![c, 0; 0, 1] := by
  refine ⟨by simp [Matrix.det_fin_two, hc], ?_, ?_, ?_⟩ <;> ext i j <;>
    fin_cases i <;> fin_cases j <;>
    simp [spinZ, raising, lowering, Matrix.mul_apply, Fin.sum_univ_two, hc, mul_comm]
```

Let \(S=\mathrm{diag}(c,1)\). Its determinant is \(c\neq0\), so it is invertible; `IsUnit` expresses this for the determinant. Marking the amplitude as an argument, direct multiplication gives

\[
SJ_z=J_zS,\qquad SJ_+(1)=J_+(c)S,\qquad SJ_-(1)=J_-(c)S .
\]

The second equation, for instance, has the single nonzero entry \(c\) on both sides, and the third has the entry 1. Thus \(J_\pm(c)=SJ_\pm(1)S^{-1}\): the family consists of the standard matrices in a rescaled basis. Commutators and the Casimir matrix keep their form under any such similarity transformation. All lengths are preserved only if \(S\) is unitary, and all adjoints only if \(S\) is a multiple of a unitary matrix. Here \(SS^\dagger=\mathrm{diag}(|c|^2,1)\) is a multiple of the identity only for \(|c|=1\), and then \(S\) is unitary.

## The explicit case \(c=2\)

```lean
/-- The matrices `Jz = diag(1/2, -1/2)`, `J+ = !![0, 2; 0, 0]`, `J- = !![0, 0; 1/2, 0]` obey the
ladder relations with Casimir value `3/4`, but `Jx` is not Hermitian and `J+ e2` has squared length
`4`, whereas the raising matrix of amplitude one gives `1`. -/
theorem ladder_not_hermitian :
    IsLadder spinZ !![0, 2; 0, 0] !![0, 0; 1 / 2, 0] ∧
    casimir spinZ !![0, 2; 0, 0] !![0, 0; 1 / 2, 0] = (3 / 4 : ℂ) • 1 ∧
    ¬ (jx !![0, 2; 0, 0] !![0, 0; 1 / 2, 0]).IsHermitian ∧
    sqLength (!![0, 2; 0, 0] *ᵥ spinDown) = 4 ∧
    sqLength (raising 1 *ᵥ spinDown) = 1 := by
  have hP : raising 2 = !![0, 2; 0, 0] := rfl
  have hM : lowering 2 = !![0, 0; 1 / 2, 0] := by simp [lowering]
  have h2 : (2 : ℂ) ≠ 0 := two_ne_zero
  rw [← hP, ← hM]
  refine ⟨isLadder_scaled h2, casimir_scaled h2, ?_, ?_, ?_⟩
  · rw [jx_isHermitian_iff h2]
    norm_num
  · rw [sqLength_raising]
    norm_num
  · rw [sqLength_raising]
    norm_num

end

end LadderWithoutHermiticity
```

The symbols `∧` and `¬` mean "and" and "not". With

\[
J_+=\begin{pmatrix}0&2\\0&0\end{pmatrix},\qquad
J_-=\begin{pmatrix}0&0\\1/2&0\end{pmatrix},
\]

the five claims are that the ladder relations hold, that the Casimir matrix is \(\tfrac34\mathbb 1\), that \(J_x\) is not Hermitian, that \(\|J_+e_2\|^2=4\), and that the standard raising matrix gives 1. By hand, the off-diagonal entries of \(J_x\) are 1 and 1/4, which are not conjugate to each other. The proof identifies the explicit matrices with the family at \(c=2\) and applies the general theorems; `norm_num` settles the remaining numbers.

The theorems concern two-by-two matrices with \(J_z\) fixed in diagonal form, and say nothing about higher spin. Within that model they matter for a program that builds spin-1/2 operators: if the standard raising and lowering matrices are multiplied by \(c\) and \(1/c\) with \(|c|\neq1\), a check of the commutators and the Casimir value will accept the pair, while a check that \(J_x\) is Hermitian will reject it.

```lean
#print axioms LadderWithoutHermiticity.isLadder_iff
#print axioms LadderWithoutHermiticity.every_length_occurs
#print axioms LadderWithoutHermiticity.rescaled_basis
#print axioms LadderWithoutHermiticity.ladder_not_hermitian
```

```
'LadderWithoutHermiticity.isLadder_iff' depends on axioms: [propext, Classical.choice, Quot.sound]
'LadderWithoutHermiticity.every_length_occurs' depends on axioms: [propext, Classical.choice, Quot.sound]
'LadderWithoutHermiticity.rescaled_basis' depends on axioms: [propext, Classical.choice, Quot.sound]
'LadderWithoutHermiticity.ladder_not_hermitian' depends on axioms: [propext, Classical.choice, Quot.sound]
```
